# For independent transitions of equal energy with free response F(s) in the squared frequency s, αF(s) = 1 implies that 1/(α²F′(s)) is the total weight

The declaration `strength_degenerate` concerns finitely many independent transitions with real weights wₖ and one common energy E, whose free response at squared frequency s is F(s) = ∑ₖ wₖ/(E² − s). It states that if s ≠ E² and αF(s) = 1 for a real constant α, then the strength 1/(α²F′(s)) equals the total weight W = ∑ₖ wₖ. The proof writes F(s) as W/(E² − s) and F′(s) as W/(E² − s)². It then tries to show that W·α²F′(s) = (αF(s))² = 1, from which the strength follows by division.

This version doesn't compile in Lean 4 with Mathlib:

```lean
import Mathlib

open Filter Topology

noncomputable section

namespace LongRangeCorrectedExciton

variable {ι : Type*} [Fintype ι] {w E : ι → ℝ} {α s : ℝ} {g : ι}

/-- Response of independent transitions with energies `E k` and weights `w k`, as a function
of the squared frequency `s`, for `s` different from every `E k ^ 2`. -/
def freeResponse (w E : ι → ℝ) (s : ℝ) : ℝ := ∑ k, w k / (E k ^ 2 - s)

/-- The strength `1 / (α² F'(s))`, with `F` the free response, for `α ≠ 0` and `F'(s) ≠ 0`. -/
def strength (α : ℝ) (w E : ι → ℝ) (s : ℝ) : ℝ :=
  1 / (α ^ 2 * deriv (freeResponse w E) s)

/-- Away from the transitions, the free response is differentiated term by term. -/
theorem hasDerivAt_freeResponse (h : ∀ k, s ≠ E k ^ 2) :
    HasDerivAt (freeResponse w E) (∑ k, w k / (E k ^ 2 - s) ^ 2) s := by
  have hk : ∀ k, HasDerivAt (fun x => w k / (E k ^ 2 - x)) (w k / (E k ^ 2 - s) ^ 2) s := by
    intro k
    have hd := (hasDerivAt_id' s).const_sub (E k ^ 2)
    exact ((hasDerivAt_const s (w k)).fun_div hd (sub_ne_zero.2 (h k).symm)).congr_deriv
      (by ring)
  have hsum := HasDerivAt.fun_sum (u := Finset.univ) (fun k _ => hk k)
  exact hsum

/-- If all transitions have the same energy, the strength at a solution of `α F(s) = 1` equals
the total weight. -/
theorem strength_degenerate (hE : ∀ k, E k = E g) (hs : s ≠ E g ^ 2)
    (h1 : α * freeResponse w E s = 1) : strength α w E s = ∑ k, w k := by
  have hF := hasDerivAt_freeResponse (w := w) (E := E) (s := s) (fun k => by rwa [hE k])
  have hD : ∑ k, w k / (E k ^ 2 - s) ^ 2 = (∑ k, w k) / (E g ^ 2 - s) ^ 2 := by
    rw [Finset.sum_div]
    exact Finset.sum_congr rfl (fun k _ => by rw [hE k])
  have hV : freeResponse w E s = (∑ k, w k) / (E g ^ 2 - s) := by
    rw [freeResponse, Finset.sum_div]
    exact Finset.sum_congr rfl (fun k _ => by rw [hE k])
  rw [hV] at h1
  unfold strength
  rw [hF.deriv, hD]
  have hprod : (∑ k, w k) * (α ^ 2 * ((∑ k, w k) / (E g ^ 2 - s) ^ 2)) = 1 := by
    calc (∑ k, w k) * (α ^ 2 * ((∑ k, w k) / (E g ^ 2 - s) ^ 2))
        = (α * ((∑ k, w k) / (E g ^ 2 - s))) ^ 2 := by ring
      _ = 1 := by rw [h1, one_pow]
  rw [div_eq_iff (right_ne_zero_of_mul_eq_one hprod)]
  exact hprod.symm

end LongRangeCorrectedExciton
```

Messages:

```
Try this:
  [apply] ring_nf
  
  The `ring` tactic failed to close the goal. Use `ring_nf` to obtain a normal form.
    
  Note that `ring` works primarily in *commutative* rings. If you have a noncommutative ring, abelian group or module, consider using `noncomm_ring`, `abel` or `module` instead.
Main.lean:46:52: error: unsolved goals
ι : Type u_1
inst✝ : Fintype ι
w E : ι → ℝ
α s : ℝ
g : ι
hE : ∀ (k : ι), E k = E g
hs : s ≠ E g ^ 2
h1 : α * ((∑ k, w k) / (E g ^ 2 - s)) = 1
hF : HasDerivAt (freeResponse w E) (∑ k, w k / (E k ^ 2 - s) ^ 2) s
hD : ∑ k, w k / (E k ^ 2 - s) ^ 2 = (∑ k, w k) / (E g ^ 2 - s) ^ 2
hV : freeResponse w E s = (∑ k, w k) / (E g ^ 2 - s)
⊢ (∑ k, w k) ^ 2 * α ^ 2 * (-(E g ^ 2 * s * 2) + E g ^ 4 + s ^ 2)⁻¹ = (∑ k, w k) ^ 2 * α ^ 2 * (E g ^ 2 - s)⁻¹ ^ 2
```

What went wrong. The error is in the first step of the `calc` block, where `ring` has to prove W·α²·W/(E² − s)² = (α·W/(E² − s))². The identity is true, but `ring` brings the two sides to different normal forms, as the remaining goal shows. On the left the square stands inside the denominator, so `ring` multiplies it out and then takes the inverse of E⁴ − 2E²s + s². On the right the square stands outside the quotient, and the result is the square of `(E g ^ 2 - s)⁻¹`. `ring` treats the inverse of a sum as an indivisible quantity, so it does not see that these two are equal. The suggestion to use `ring_nf` would not help, since the goal shown is already what that normalisation leaves.

The repair first rewrites the right side. `mul_pow` distributes the square over the product with α, and `div_pow` moves it into the numerator and denominator of the quotient. Both sides then contain the same denominator `(E g ^ 2 - s) ^ 2`, which `ring` expands in the same way, and the step closes.

This version goes through:

```diff
@@ -44,5 +44,7 @@
   have hprod : (∑ k, w k) * (α ^ 2 * ((∑ k, w k) / (E g ^ 2 - s) ^ 2)) = 1 := by
     calc (∑ k, w k) * (α ^ 2 * ((∑ k, w k) / (E g ^ 2 - s) ^ 2))
-        = (α * ((∑ k, w k) / (E g ^ 2 - s))) ^ 2 := by ring
+        = (α * ((∑ k, w k) / (E g ^ 2 - s))) ^ 2 := by
+          rw [mul_pow, div_pow]
+          ring
       _ = 1 := by rw [h1, one_pow]
   rw [div_eq_iff (right_ne_zero_of_mul_eq_one hprod)]
```
